# A real rotation mixing two basis states is orthogonal and has determinant one

For two distinct indices `i` and `j` and any real angle `θ`, `givens_special` states that the n × n real matrix `givens i j θ` satisfies GᵀG = 1 and det G = 1. Read as a map on real state vectors in a finite orthonormal basis, this matrix mixes two components, leaves the others alone, and preserves all inner products, with no need for the vectors to be normalised. The attempt shows entry by entry that the transpose is the rotation by the opposite angle, and gets orthogonality from the addition of angles. The determinant is then the square of the half-angle rotation's determinant, which orthogonality makes equal to one.

This version doesn't compile in Lean 4 with Mathlib:

```lean
import Mathlib

open Matrix

namespace GivensQR

noncomputable section

variable {n : ℕ}

/-- The Givens rotation by the angle `θ` in the plane of the coordinates `i` and `j`. -/
def givens (i j : Fin n) (θ : ℝ) : Matrix (Fin n) (Fin n) ℝ :=
  Matrix.of fun k l =>
    if k = i then Real.cos θ * (1 : Matrix (Fin n) (Fin n) ℝ) i l
      - Real.sin θ * (1 : Matrix (Fin n) (Fin n) ℝ) j l
    else if k = j then Real.sin θ * (1 : Matrix (Fin n) (Fin n) ℝ) i l
      + Real.cos θ * (1 : Matrix (Fin n) (Fin n) ℝ) j l
    else (1 : Matrix (Fin n) (Fin n) ℝ) k l

/-- Multiplication by a Givens rotation from the left mixes the rows `i` and `j` and leaves
all other rows unchanged. -/
theorem givens_mul_apply (i j : Fin n) (θ : ℝ) (A : Matrix (Fin n) (Fin n) ℝ) (k l : Fin n) :
    (givens i j θ * A) k l =
      if k = i then Real.cos θ * A i l - Real.sin θ * A j l
      else if k = j then Real.sin θ * A i l + Real.cos θ * A j l
      else A k l := by
  have e : ∀ m, ∑ x, (1 : Matrix (Fin n) (Fin n) ℝ) m x * A x l = A m l := fun m => by
    rw [← Matrix.mul_apply, one_mul]
  rw [Matrix.mul_apply]
  simp only [givens, Matrix.of_apply]
  split_ifs
  · simp only [sub_mul, mul_assoc, Finset.sum_sub_distrib, ← Finset.mul_sum, e]
  · simp only [add_mul, mul_assoc, Finset.sum_add_distrib, ← Finset.mul_sum, e]
  · exact e k

/-- Successive Givens rotations in the same plane add their angles. -/
theorem givens_mul_givens {i j : Fin n} (hij : i ≠ j) (α β : ℝ) :
    givens i j α * givens i j β = givens i j (α + β) := by
  ext k l
  rw [givens_mul_apply]
  simp only [givens, Matrix.of_apply, hij.symm, ↓reduceIte, Real.cos_add, Real.sin_add]
  split_ifs <;> ring

/-- A Givens rotation is orthogonal and has determinant one. -/
theorem givens_special {i j : Fin n} (hij : i ≠ j) (θ : ℝ) :
    (givens i j θ)ᵀ * givens i j θ = 1 ∧ (givens i j θ).det = 1 := by
  have h0 : givens i j 0 = 1 := by
    ext k l
    simp only [givens, Matrix.of_apply, Real.cos_zero, Real.sin_zero]
    split_ifs with h1 h2
    · rw [h1]; ring
    · rw [h2]; ring
    · rfl
  -- the transpose is the rotation by the opposite angle
  have ht : ∀ φ, (givens i j φ)ᵀ = givens i j (-φ) := by
    intro φ
    ext k l
    simp only [Matrix.transpose_apply, givens, Matrix.of_apply, Matrix.one_apply,
      Real.cos_neg, Real.sin_neg]
    split_ifs <;> first | grind | (simp_all; done)
  have ho : ∀ φ, (givens i j φ)ᵀ * givens i j φ = 1 := fun φ => by
    rw [ht, givens_mul_givens hij, neg_add_cancel, h0]
  refine ⟨ho θ, ?_⟩
  -- the determinant is the square of that of the half rotation
  have hh := congrArg Matrix.det (ho (θ / 2))
  rw [Matrix.det_mul, Matrix.det_transpose, Matrix.det_one] at hh
  have h2 : givens i j θ = givens i j (θ / 2) * givens i j (θ / 2) := by
    rw [givens_mul_givens hij, add_halves]
  rw [h2, Matrix.det_mul, hh]

end

end GivensQR
```

Messages:

```
Main.lean:60:26: error: (deterministic) timeout at `isDefEq`, maximum number of heartbeats (200000) has been reached

Note: Use `set_option maxHeartbeats <num>` to set the limit.

Hint: Additional diagnostic information may be available using the `set_option diagnostics true` command.
Main.lean:63:2: error: (deterministic) timeout at `«tactic execution»`, maximum number of heartbeats (200000) has been reached

Note: Use `set_option maxHeartbeats <num>` to set the limit.

Hint: Additional diagnostic information may be available using the `set_option diagnostics true` command.
```

The first timeout is at `grind`, in the proof that the transpose is the rotation by `-φ`. Unfolding the identity matrix with `Matrix.one_apply` leaves nested conditions on the indices, some in both orientations, such as `k = i` and `i = k`. `split_ifs` splits on these and hands every resulting goal to `grind`, and the work exceeds the heartbeat limit. The messages do not say which goal is the costly one. The second timeout, at `refine`, is a consequence: the limit covers the whole declaration and was already spent, so that line needs no change.

The repair splits by hand into nine cases, according to whether each of `k` and `l` is `i`, `j` or neither. In eight of them `simp` gets the equalities and inequalities it needs, reversed with `.symm` where necessary, and evaluates the entries directly. In the ninth, both indices lie outside the plane and only entries of the identity matrix remain, so `hsym`, the symmetry of that matrix, closes the goal. No general search is left to exhaust the limit.

After these edits no error is left:

```diff
@@ -56,7 +56,26 @@
     intro φ
     ext k l
-    simp only [Matrix.transpose_apply, givens, Matrix.of_apply, Matrix.one_apply,
-      Real.cos_neg, Real.sin_neg]
-    split_ifs <;> first | grind | (simp_all; done)
+    have hji := hij.symm
+    have hsym : (1 : Matrix (Fin n) (Fin n) ℝ) l k = (1 : Matrix (Fin n) (Fin n) ℝ) k l :=
+      congrFun (congrFun Matrix.transpose_one k) l
+    rcases eq_or_ne k i with h1 | h1
+    · rcases eq_or_ne l i with h3 | h3
+      · simp [givens, Matrix.one_apply, h1, h3, hji]
+      · rcases eq_or_ne l j with h4 | h4
+        · simp [givens, Matrix.one_apply, h1, h4, hij, hji]
+        · simp [givens, Matrix.one_apply, h1, h3, h4, h3.symm, h4.symm]
+    · rcases eq_or_ne k j with h2 | h2
+      · rcases eq_or_ne l i with h3 | h3
+        · simp [givens, Matrix.one_apply, h2, h3, hij, hji]
+        · rcases eq_or_ne l j with h4 | h4
+          · simp [givens, Matrix.one_apply, h2, h4, hij, hji]
+          · simp [givens, Matrix.one_apply, h2, h3, h4, h3.symm, h4.symm, hji]
+      · rcases eq_or_ne l i with h3 | h3
+        · simp [givens, Matrix.one_apply, h1, h2, h3, h1.symm, h2.symm]
+        · rcases eq_or_ne l j with h4 | h4
+          · simp [givens, Matrix.one_apply, h1, h2, h4, h1.symm, h2.symm, hji]
+          · simp only [Matrix.transpose_apply, givens, Matrix.of_apply, h1, h2, h3, h4,
+              ↓reduceIte]
+            exact hsym
   have ho : ∀ φ, (givens i j φ)ᵀ * givens i j φ = 1 := fun φ => by
     rw [ht, givens_mul_givens hij, neg_add_cancel, h0]
```
